# The number of full contractions of 2n operators is (2n − 1)!!

A full contraction, as in Wick's theorem, pairs off all 2n operators in a product, and `card_contractions` states that there are (2n − 1)!! ways to do so, with the value 1 for n = 0. In the file a contraction is a permutation of the 2n positions that is its own inverse and fixes no position. Only the pairings are counted: signs and the values of the contractions play no part, so pairings whose contraction would vanish are included. The proof settles n = 0 by `decide`; for the other cases it identifies the contractions with the permutations made of n two-cycles, takes Mathlib's formula for the number of permutations of a given cycle type, and cancels (2n)!! from (2n)! = (2n)!! (2n − 1)!!.

Lean 4 with Mathlib refuses this proof:

```lean
import Mathlib

open Finset Equiv
open scoped Nat

namespace CardContractions

variable {n : ℕ}

/-- The full contractions of `2n` operators: fixed-point-free involutions of their positions. -/
def contractions (n : ℕ) : Finset (Perm (Fin (2 * n))) :=
  univ.filter fun σ => (∀ i, σ (σ i) = i) ∧ ∀ i, σ i ≠ i

/-- A permutation of `2n` positions is a full contraction exactly when it consists of
`n` two-cycles. -/
theorem mem_contractions_iff (σ : Perm (Fin (2 * n))) :
    σ ∈ contractions n ↔ σ.cycleType = Multiset.replicate n 2 := by
  simp only [contractions, mem_filter, mem_univ, true_and]
  constructor
  · rintro ⟨h2, h0⟩
    have hord : orderOf σ ∣ 2 :=
      orderOf_dvd_of_pow_eq_one (Equiv.ext fun i => by simp [pow_two, h2])
    have hrep := Multiset.eq_replicate_of_mem fun k (hk : k ∈ σ.cycleType) =>
      le_antisymm (Nat.le_of_dvd two_pos ((Perm.dvd_of_mem_cycleType hk).trans hord))
        (Perm.two_le_of_mem_cycleType hk)
    have hsupp : σ.support = univ := by ext i; simp [h0]
    have hsum := σ.sum_cycleType
    rw [hsupp, hrep] at hsum
    simp only [Multiset.sum_replicate, smul_eq_mul, Finset.card_univ, Fintype.card_fin] at hsum
    have hc : Multiset.card σ.cycleType = n := by omega
    rw [hrep, hc]
  · intro h
    have hord : σ ^ 2 = 1 := by
      rw [← orderOf_dvd_iff_pow_eq_one, ← Perm.lcm_cycleType, h, Multiset.lcm_dvd]
      exact fun b hb => (Multiset.eq_of_mem_replicate hb).dvd
    have hs : σ.support = univ := by
      apply Finset.eq_univ_of_card
      rw [← Perm.sum_cycleType, h]
      simp [mul_comm]
    refine ⟨fun i => ?_, fun i => Perm.mem_support.mp (by rw [hs]; exact mem_univ i)⟩
    simpa [pow_two] using Equiv.congr_fun hord i

/-- There are `(2n-1)!!` full contractions of `2n` operators, read as `1` for `n = 0`. -/
theorem card_contractions (n : ℕ) : #(contractions n) = (2 * n - 1)‼ := by
  rcases n with _ | n
  · decide
  have hset : contractions (n + 1) =
      univ.filter fun σ => σ.cycleType = Multiset.replicate (n + 1) 2 := by
    ext σ
    simp [mem_contractions_iff]
  -- the size of the conjugacy class with `n + 1` two-cycles
  have h := Perm.card_of_cycleType_mul_eq (α := Fin (2 * (n + 1))) (Multiset.replicate (n + 1) 2)
  have ht : (Multiset.replicate (n + 1) 2).toFinset = {2} := by
    ext k
    simp [Multiset.mem_replicate]
  rw [← hset, if_pos ⟨by simp [mul_comm], fun a ha => (Multiset.eq_of_mem_replicate ha).ge⟩,
    ht, prod_singleton, Multiset.count_replicate_self, Multiset.prod_replicate,
    Multiset.sum_replicate, Fintype.card_fin, smul_eq_mul, mul_comm (n + 1) 2, Nat.sub_self,
    Nat.factorial_zero, one_mul, ← Nat.doubleFactorial_two_mul] at h
  have hf : (2 * (n + 1))! = (2 * (n + 1))‼ * (2 * (n + 1) - 1)‼ :=
    Nat.factorial_eq_mul_doubleFactorial (2 * n + 1)
  rw [hf] at h
  exact Nat.eq_of_mul_eq_mul_right (Nat.doubleFactorial_pos (2 * (n + 1)))
    (h.trans (mul_comm _ _))

end CardContractions
```

Lean reports:

```
Main.lean:48:73: error: unsolved goals
n : ℕ
σ : Perm (Fin (2 * (n + 1)))
⊢ σ.cycleType = 2 ::ₘ Multiset.replicate n 2 ↔ σ ∈ {σ | σ.cycleType = 2 ::ₘ Multiset.replicate n 2}
Main.lean:53:61: error: unsolved goals
n : ℕ
hset : contractions (n + 1) = {σ | σ.cycleType = Multiset.replicate (n + 1) 2}
h :
  #{g | g.cycleType = Multiset.replicate (n + 1) 2} *
      ((Fintype.card (Fin (2 * (n + 1))) - (Multiset.replicate (n + 1) 2).sum)! * (Multiset.replicate (n + 1) 2).prod *
        ∏ n_1 ∈ (Multiset.replicate (n + 1) 2).toFinset, (Multiset.count n_1 (Multiset.replicate (n + 1) 2))!) =
    if
        (Multiset.replicate (n + 1) 2).sum ≤ Fintype.card (Fin (2 * (n + 1))) ∧
          ∀ a ∈ Multiset.replicate (n + 1) 2, 2 ≤ a then
      (Fintype.card (Fin (2 * (n + 1))))!
    else 0
k : ℕ
⊢ (k ∈ if n = 0 then ∅ else {2}) → k = 2
Main.lean:56:22: error: unsolved goals
n : ℕ
hset : contractions (n + 1) = {σ | σ.cycleType = Multiset.replicate (n + 1) 2}
h :
  #(contractions (n + 1)) *
      ((Fintype.card (Fin (2 * (n + 1))) - (Multiset.replicate (n + 1) 2).sum)! * (Multiset.replicate (n + 1) 2).prod *
        ∏ n_1 ∈ (Multiset.replicate (n + 1) 2).toFinset, (Multiset.count n_1 (Multiset.replicate (n + 1) 2))!) =
    if
        (Multiset.replicate (n + 1) 2).sum ≤ Fintype.card (Fin (2 * (n + 1))) ∧
          ∀ a ∈ Multiset.replicate (n + 1) 2, 2 ≤ a then
      (Fintype.card (Fin (2 * (n + 1))))!
    else 0
ht : (Multiset.replicate (n + 1) 2).toFinset = {2}
⊢ 2 + n * 2 ≤ (n + 1) * 2
Main.lean:55:10: warning: This simp argument is unused:
  Multiset.mem_replicate

Hint: Omit it from the simp argument list.
  [apply] simp

Note: This linter can be disabled with `set_option linter.unusedSimpArgs false`
```

Diagnosis. All three errors have `simp` unfolding `Multiset.replicate (n + 1) 2` into one 2 added to `Multiset.replicate n 2`, and then stopping at a true goal.

In `hset`, it rewrote the condition inside the filter but left the membership unopened. The repair opens it with `mem_filter`, leaving the condition as it stands, and proves both directions directly.

In `ht`, the unfolding led to a case distinction on `n = 0`, which `simp` did not split. `Multiset.mem_replicate` was never used, hence the warning. Rewriting with `Multiset.mem_toFinset` and then that lemma keeps `n + 1` whole, so all that is needed besides `k = 2` is that `n + 1` is not zero, which is `Nat.succ_ne_zero n`.

In the size bound passed to `if_pos`, the sum became `2 + n * 2`, to be compared with `(n + 1) * 2`. The two are equal, but `simp [mul_comm]` did not multiply out the bracket. The new `hle` evaluates the sum with `Multiset.sum_replicate` and leaves the linear arithmetic to `omega`.

This version goes through:

```diff
@@ -48,11 +48,16 @@
       univ.filter fun σ => σ.cycleType = Multiset.replicate (n + 1) 2 := by
     ext σ
-    simp [mem_contractions_iff]
+    rw [mem_contractions_iff, mem_filter]
+    exact ⟨fun h => ⟨mem_univ _, h⟩, fun h => h.2⟩
   -- the size of the conjugacy class with `n + 1` two-cycles
   have h := Perm.card_of_cycleType_mul_eq (α := Fin (2 * (n + 1))) (Multiset.replicate (n + 1) 2)
   have ht : (Multiset.replicate (n + 1) 2).toFinset = {2} := by
     ext k
-    simp [Multiset.mem_replicate]
-  rw [← hset, if_pos ⟨by simp [mul_comm], fun a ha => (Multiset.eq_of_mem_replicate ha).ge⟩,
+    rw [Multiset.mem_toFinset, Multiset.mem_replicate, mem_singleton]
+    exact ⟨fun h => h.2, fun h => ⟨Nat.succ_ne_zero n, h⟩⟩
+  have hle : (Multiset.replicate (n + 1) 2).sum ≤ Fintype.card (Fin (2 * (n + 1))) := by
+    rw [Multiset.sum_replicate, Fintype.card_fin, smul_eq_mul]
+    omega
+  rw [← hset, if_pos ⟨hle, fun a ha => (Multiset.eq_of_mem_replicate ha).ge⟩,
     ht, prod_singleton, Multiset.count_replicate_self, Multiset.prod_replicate,
     Multiset.sum_replicate, Fintype.card_fin, smul_eq_mul, mul_comm (n + 1) 2, Nat.sub_self,
```
